# Sign-averaged phase kicks of strength √(2Dt/n) converge to pure dephasing

In a stochastic simulation of spin dephasing, the relaxation term can be replaced by a coin toss in each time step: the state is conjugated by \(e^{-ieV}\) or by \(e^{ieV}\), and the density matrix is averaged over many runs. To do this one has to choose the kick strength \(e\) and the number of steps \(n\). For a real diagonal coupling \(V\), a dephasing constant \(D\ge0\) and a total time \(t\ge0\), the choice \(e=\sqrt{2Dt/n}\) reproduces the master equation \(\rho'=-D[V,[V,\rho]]\) as \(n\to\infty\), and the error at finite \(n\) has an explicit bound. The model contains the kicks alone, without a Hamiltonian or population transfer, and the average over the coin is exact, so sampling noise from a finite number of runs is not included.

## Levels, kicks and the master equation

The levels are labelled by a finite type `ι` of any size.

```lean
import Mathlib

open Matrix Filter Topology NormedSpace

namespace RandomKickDephasing

noncomputable section

variable {ι : Type*} [Fintype ι] [DecidableEq ι]
```

The coupling is \(V=\mathrm{diag}(v_j)\) with real \(v_j\). For a spin 1/2 in a field fluctuating along \(z\), \(V=I_z\) and \(v_j=\pm\tfrac12\).

```lean
/-- The coupling operator `V = diag(v_j)` with real entries. -/
def coupling (v : ι → ℝ) : Matrix ι ι ℂ := diagonal fun j => (v j : ℂ)
```

A kick of strength \(e\), a real number and not the base of the exponential, is the unitary \(e^{-ieV}\). It is defined as a true matrix exponential.

```lean
/-- The kick operator `exp(-ieV)`. -/
def kick (v : ι → ℝ) (e : ℝ) : Matrix ι ι ℂ :=
  NormedSpace.exp ((-(Complex.I * (e : ℂ))) • coupling v)
```

One step averages the two signs with equal weights:
\[
r\;\mapsto\;\tfrac12\left(e^{-ieV}\,r\,e^{ieV}+e^{ieV}\,r\,e^{-ieV}\right).
\]
Repeating this map corresponds to independent tosses, that is, to a fluctuating field without memory. The matrix \(r\) may be any complex matrix; Hermiticity, positivity and unit trace are not required.

```lean
/-- Equal-weight average of the matrix `r` conjugated by `exp(-ieV)` and by `exp(ieV)`. -/
def randomKick (v : ι → ℝ) (e : ℝ) (r : Matrix ι ι ℂ) : Matrix ι ι ℂ :=
  (1 / 2 : ℂ) • (kick v e * r * kick v (-e) + kick v (-e) * r * kick v e)
```

The commutator is \([A,B]=AB-BA\).

```lean
/-- The commutator `[A, B]`. -/
def comm (A B : Matrix ι ι ℂ) : Matrix ι ι ℂ := A * B - B * A
```

A trajectory \(\rho\) solves the master equation if each element satisfies
\[
\frac{d}{dt}\rho_{ab}(t)=-D\,[V,[V,\rho(t)]]_{ab}
\]
at every real time, negative times included. The constant \(D\) measures the strength of the fluctuations: \(2D\) is the variance of the accumulated kick angle per unit time. Both \(D\) and the equation are taken as given and are not derived from a model of the surroundings.

```lean
/-- The trajectory `ρ` obeys `ρ' = -D [V, [V, ρ]]`, element by element, at all times. -/
def SolvesMaster (v : ι → ℝ) (D : ℝ) (ρ : ℝ → Matrix ι ι ℂ) : Prop :=
  ∀ t a b, HasDerivAt (fun s => ρ s a b)
    ((-(D : ℂ) • comm (coupling v) (comm (coupling v) (ρ t))) a b) t
```

The expected result leaves the populations alone and damps each coherence at a rate set by the difference of its two \(v\) values:
\[
r_{ab}\;\mapsto\;e^{-Dt(v_a-v_b)^2}\,r_{ab}.
\]

```lean
/-- The matrix with elements `exp(-Dt(v_a - v_b)²) r_ab`. -/
def dephased (v : ι → ℝ) (D t : ℝ) (r : Matrix ι ι ℂ) : Matrix ι ι ℂ :=
  Matrix.of fun a b => (Real.exp (-(D * t * (v a - v b) ^ 2)) : ℂ) * r a b
```

## Each coherence is multiplied by a cosine

The powers of a diagonal matrix are diagonal, so its exponential series can be summed entry by entry:
\[
e^{-ieV}=\mathrm{diag}\left(e^{-iev_j}\right).
\]
In the proof, `Matrix.exp_diagonal` moves the exponential inside the diagonal, and `NormedSpace.map_exp` then evaluates it component by component.

```lean
/-- The kick operator is diagonal, with phase factors `exp(-i e v_j)`. -/
theorem kick_eq_diagonal (v : ι → ℝ) (e : ℝ) :
    kick v e = diagonal fun j => Complex.exp (-(Complex.I * (e : ℂ) * (v j : ℂ))) := by
  have h : (-(Complex.I * (e : ℂ))) • coupling v
      = diagonal fun j => -(Complex.I * (e : ℂ) * (v j : ℂ)) := by
    ext a b
    by_cases hab : a = b
    · subst hab
      simp [coupling]
    · simp [coupling, hab]
  rw [kick, h, Matrix.exp_diagonal]
  congr 1
  funext j
  rw [Complex.exp_eq_exp_ℂ]
  -- the exponential of a family of numbers is taken componentwise
  let x : ι → ℂ := fun j => -(Complex.I * (e : ℂ) * (v j : ℂ))
  change NormedSpace.exp x j = NormedSpace.exp (x j)
  exact NormedSpace.map_exp (Pi.evalRingHom (fun _ : ι => ℂ) j) (continuous_apply j) x
```

Conjugation by \(e^{-ieV}\) therefore multiplies \(r_{ab}\) by \(e^{-ie(v_a-v_b)}\), and the opposite kick multiplies it by \(e^{+ie(v_a-v_b)}\). Their mean is
\[
\tfrac12\left(e^{-ie(v_a-v_b)}+e^{ie(v_a-v_b)}\right)=\cos\left(e(v_a-v_b)\right).
\]
The steps `h1` and `h2` combine the phases, and `hc` writes the cosine as the mean of two exponentials.

```lean
/-- One averaged kick multiplies the element `r_ab` by `cos(e(v_a - v_b))`. -/
theorem randomKick_apply (v : ι → ℝ) (e : ℝ) (r : Matrix ι ι ℂ) (a b : ι) :
    randomKick v e r a b = (Real.cos (e * (v a - v b)) : ℂ) * r a b := by
  rw [randomKick, kick_eq_diagonal, kick_eq_diagonal]
  simp only [Matrix.smul_apply, Matrix.add_apply, Matrix.mul_diagonal, Matrix.diagonal_mul,
    smul_eq_mul]
  -- the two conjugations give opposite phases
  have h1 : Complex.exp (-(Complex.I * (e : ℂ) * (v a : ℂ)))
      * Complex.exp (-(Complex.I * ((-e : ℝ) : ℂ) * (v b : ℂ)))
      = Complex.exp (-((e : ℂ) * ((v a : ℂ) - (v b : ℂ))) * Complex.I) := by
    rw [← Complex.exp_add]
    congr 1
    push_cast
    ring
  have h2 : Complex.exp (-(Complex.I * ((-e : ℝ) : ℂ) * (v a : ℂ)))
      * Complex.exp (-(Complex.I * (e : ℂ) * (v b : ℂ)))
      = Complex.exp ((e : ℂ) * ((v a : ℂ) - (v b : ℂ)) * Complex.I) := by
    rw [← Complex.exp_add]
    congr 1
    push_cast
    ring
  have hc : (Real.cos (e * (v a - v b)) : ℂ)
      = (Complex.exp ((e : ℂ) * ((v a : ℂ) - (v b : ℂ)) * Complex.I)
        + Complex.exp (-((e : ℂ) * ((v a : ℂ) - (v b : ℂ))) * Complex.I)) / 2 := by
    rw [Complex.ofReal_cos]
    simp only [Complex.cos, Complex.ofReal_mul, Complex.ofReal_sub]
  rw [hc]
  linear_combination (r a b / 2) * h1 + (r a b / 2) * h2
```

The factor does not depend on \(r\), so \(n\) steps give its \(n\)-th power, by induction on \(n\).

```lean
/-- After `n` averaged kicks the element `r_ab` is multiplied by `cos(e(v_a - v_b))^n`. -/
theorem iterate_apply (v : ι → ℝ) (e : ℝ) (r : Matrix ι ι ℂ) (n : ℕ) (a b : ι) :
    (randomKick v e)^[n] r a b = ((Real.cos (e * (v a - v b)) ^ n : ℝ) : ℂ) * r a b := by
  induction n with
  | zero => simp
  | succ k ih =>
    rw [Function.iterate_succ_apply', randomKick_apply, ih, pow_succ]
    push_cast
    ring
```

## A power of a cosine compared with a Gaussian

Two estimates are needed. The first says that errors add at most linearly under repeated multiplication. For real \(a,b\) with \(|a|,|b|\le1\),
\[
a^{k+1}-b^{k+1}=a^k(a-b)+(a^k-b^k)\,b ,
\]
so each further factor adds at most \(|a-b|\), and \(|a^n-b^n|\le n|a-b|\).

```lean
/-- For real factors of modulus at most one, the error of an `n`-fold product is at most
`n` times the error of one factor. -/
theorem abs_pow_sub_pow_le {a b : ℝ} (ha : |a| ≤ 1) (hb : |b| ≤ 1) (n : ℕ) :
    |a ^ n - b ^ n| ≤ n * |a - b| := by
  induction n with
  | zero => simp
  | succ k ih =>
    have h : a ^ (k + 1) - b ^ (k + 1) = a ^ k * (a - b) + (a ^ k - b ^ k) * b := by ring
    have h1 : |a ^ k * (a - b)| ≤ |a - b| := by
      rw [abs_mul, abs_pow]
      exact mul_le_of_le_one_left (abs_nonneg _) (pow_le_one₀ (abs_nonneg _) ha)
    have h2 : |(a ^ k - b ^ k) * b| ≤ |a ^ k - b ^ k| := by
      rw [abs_mul]
      exact mul_le_of_le_one_right (abs_nonneg _) hb
    rw [h]
    push_cast
    linarith [abs_add_le (a ^ k * (a - b)) ((a ^ k - b ^ k) * b)]
```

The second estimate is \(|\cos x-e^{-x^2/2}|\le x^4/8\) for all real \(x\). It follows once both functions are shown to lie between \(1-x^2/2\) and \(1-x^2/2+x^4/8\). The lower bounds are the standard inequalities \(\cos x\ge1-x^2/2\) and \(e^{-u}\ge1-u\), with \(u=x^2/2\).

For the upper bound on the cosine, put \(y=|x|/2\). If \(0<y\le1\), then \(\sin y>y-y^3/4\ge0\), and
\[
\cos2y=1-2\sin^2y\le1-2y^2+y^4-\tfrac18y^6\le1-2y^2+2y^4 .
\]
If \(y>1\), the right-hand side equals \(1+2y^2(y^2-1)\) and exceeds 1; at \(y=0\) both sides are 1. Substituting \(y=|x|/2\) gives the required bound.

For the Gaussian, \(e^u\ge1+u+u^2/2\) and
\[
\left(1-u+\tfrac{u^2}2\right)\left(1+u+\tfrac{u^2}2\right)=1+\tfrac{u^4}4\ge1 ,
\]
hence \(e^{-u}\le1-u+u^2/2=1-x^2/2+x^4/8\). In the code, `hcu` is the cosine bound and `he2` the Gaussian one.

```lean
/-- The cosine and the Gaussian `exp(-x²/2)` differ by at most `x⁴/8`. -/
theorem abs_cos_sub_exp_le (x : ℝ) : |Real.cos x - Real.exp (-(x ^ 2 / 2))| ≤ x ^ 4 / 8 := by
  -- upper bound on the cosine, through the half angle
  have hcu : ∀ y : ℝ, 0 ≤ y → Real.cos (2 * y) ≤ 1 - 2 * y ^ 2 + 2 * y ^ 4 := by
    intro y hy
    rcases le_or_gt y 1 with h1 | h1
    · rcases hy.eq_or_lt with h0 | h0
      · rw [← h0]
        simp
      · have hs : y - y ^ 3 / 4 < Real.sin y := by
          have hs6 := Real.sin_gt_sub_cube h0
          have h3 : 0 < y ^ 3 := by positivity
          linarith
        have hy2 : y ^ 2 ≤ 1 := pow_le_one₀ hy h1
        have hp : 0 ≤ y - y ^ 3 / 4 := by nlinarith [mul_nonneg hy (sub_nonneg.2 hy2)]
        have hsq : (y - y ^ 3 / 4) ^ 2 ≤ Real.sin y ^ 2 := pow_le_pow_left₀ hp hs.le 2
        have hcos : Real.cos (2 * y) = 1 - 2 * Real.sin y ^ 2 := by
          rw [Real.cos_two_mul]
          linarith [Real.sin_sq_add_cos_sq y]
        have h4 : 0 ≤ y ^ 4 := by positivity
        have h6 : 0 ≤ y ^ 6 := by positivity
        nlinarith
    · have hy2 : 0 ≤ y ^ 2 - 1 := by nlinarith
      nlinarith [Real.cos_le_one (2 * y), mul_nonneg (sq_nonneg y) hy2]
  have hc := hcu (|x| / 2) (by positivity)
  have h2 : (|x| / 2) ^ 2 = x ^ 2 / 4 := by
    rw [div_pow, sq_abs]
    norm_num
  have h4 : (|x| / 2) ^ 4 = x ^ 4 / 16 := by
    calc (|x| / 2) ^ 4 = ((|x| / 2) ^ 2) ^ 2 := by ring
      _ = x ^ 4 / 16 := by rw [h2]; ring
  rw [show 2 * (|x| / 2) = |x| by ring, Real.cos_abs, h2, h4] at hc
  have hl : 1 - x ^ 2 / 2 ≤ Real.cos x := Real.one_sub_sq_div_two_le_cos
  have he1 := Real.add_one_le_exp (-(x ^ 2 / 2))
  -- upper bound on the Gaussian, from the quadratic lower bound on its inverse
  have he2 : Real.exp (-(x ^ 2 / 2)) ≤ 1 - x ^ 2 / 2 + x ^ 4 / 8 := by
    have hq := Real.quadratic_le_exp_of_nonneg (show 0 ≤ x ^ 2 / 2 by positivity)
    have hm : Real.exp (-(x ^ 2 / 2)) * Real.exp (x ^ 2 / 2) = 1 := by
      rw [← Real.exp_add, neg_add_cancel, Real.exp_zero]
    have hpos : 0 < 1 + x ^ 2 / 2 + (x ^ 2 / 2) ^ 2 / 2 := by positivity
    refine le_of_mul_le_mul_right ?_ hpos
    have hA := mul_le_mul_of_nonneg_left hq (Real.exp_pos (-(x ^ 2 / 2))).le
    have h8 : 0 ≤ x ^ 8 := by positivity
    nlinarith
  rw [abs_le]
  constructor <;> linarith
```

## The error after n kicks

Set \(x=\sqrt{2Dt/n}\,(v_a-v_b)\) with \(D,t\ge0\) and \(n>0\). Then \(x^2=2Dt(v_a-v_b)^2/n\), and the target factor is itself an \(n\)-th power:
\[
e^{-Dt(v_a-v_b)^2}=\left(e^{-x^2/2}\right)^n .
\]
The two estimates together give
\[
\left|\cos^nx-e^{-Dt(v_a-v_b)^2}\right|\le n\,\frac{x^4}8=\frac{\left(Dt(v_a-v_b)^2\right)^2}{2n}.
\]
Multiplied by \(|r_{ab}|\), this bounds the error in the matrix element. The bound is relative to the initial coherence, not to what remains of it at time \(t\). In the proof, `hexp` is the rewriting as a power and `key` is the chain of inequalities.

```lean
/-- For `D, t ≥ 0`, after `n > 0` averaged kicks of strength `√(2Dt/n)`, each element differs from
`exp(-Dt(v_a - v_b)²) r_ab` by at most `(Dt(v_a - v_b)²)² |r_ab| / (2n)`. -/
theorem kick_error_bound (v : ι → ℝ) {D t : ℝ} (hD : 0 ≤ D) (ht : 0 ≤ t)
    (r : Matrix ι ι ℂ) {n : ℕ} (hn : 0 < n) (a b : ι) :
    ‖(randomKick v (Real.sqrt (2 * D * t / n)))^[n] r a b - dephased v D t r a b‖
      ≤ (D * t * (v a - v b) ^ 2) ^ 2 / (2 * n) * ‖r a b‖ := by
  have hn' : (n : ℝ) ≠ 0 := by positivity
  rw [iterate_apply]
  simp only [dephased, Matrix.of_apply]
  set x := Real.sqrt (2 * D * t / n) * (v a - v b) with hx0
  have hx : x ^ 2 = 2 * D * t / n * (v a - v b) ^ 2 := by
    rw [hx0, mul_pow, Real.sq_sqrt (by positivity)]
  have hexp : Real.exp (-(D * t * (v a - v b) ^ 2)) = Real.exp (-(x ^ 2 / 2)) ^ n := by
    rw [← Real.exp_nat_mul]
    congr 1
    rw [hx]
    field_simp
  have hE : |Real.exp (-(x ^ 2 / 2))| ≤ 1 := by
    rw [abs_of_pos (Real.exp_pos _)]
    exact Real.exp_le_one_iff.2 (by linarith [sq_nonneg x])
  have key : |Real.cos x ^ n - Real.exp (-(D * t * (v a - v b) ^ 2))|
      ≤ (D * t * (v a - v b) ^ 2) ^ 2 / (2 * n) := by
    rw [hexp]
    calc _ ≤ (n : ℝ) * |Real.cos x - Real.exp (-(x ^ 2 / 2))| :=
          abs_pow_sub_pow_le (Real.abs_cos_le_one x) hE n
      _ ≤ (n : ℝ) * (x ^ 4 / 8) :=
          mul_le_mul_of_nonneg_left (abs_cos_sub_exp_le x) (Nat.cast_nonneg n)
      _ = _ := by
          rw [show x ^ 4 = (x ^ 2) ^ 2 by ring, hx]
          field_simp
          ring
  rw [← sub_mul, ← Complex.ofReal_sub, norm_mul, Complex.norm_real, Real.norm_eq_abs]
  exact mul_le_mul_of_nonneg_right key (norm_nonneg _)
```

## The master equation has one solution for each initial state

Since \([V,r]_{ab}=(v_a-v_b)r_{ab}\), applying the commutator twice gives \((v_a-v_b)^2r_{ab}\).

```lean
/-- The double commutator `[V, [V, r]]` multiplies `r_ab` by `(v_a - v_b)²`. -/
theorem comm_comm_apply (v : ι → ℝ) (r : Matrix ι ι ℂ) (a b : ι) :
    comm (coupling v) (comm (coupling v) r) a b = (((v a - v b) ^ 2 : ℝ) : ℂ) * r a b := by
  simp only [comm, coupling, Matrix.sub_apply, Matrix.diagonal_mul, Matrix.mul_diagonal]
  push_cast
  ring
```

The master equation thus splits into separate scalar equations, \(\rho_{ab}'=-D(v_a-v_b)^2\rho_{ab}\). Differentiating \(e^{-Dt(v_a-v_b)^2}r_{ab}\) confirms that it is a solution, and at \(t=0\) it equals \(r_{ab}\).

```lean
/-- The matrix with elements `exp(-Dt(v_a - v_b)²) r_ab` solves the master equation and
equals `r` at time zero. -/
theorem dephased_solves (v : ι → ℝ) (D : ℝ) (r : Matrix ι ι ℂ) :
    SolvesMaster v D (fun t => dephased v D t r) ∧ dephased v D 0 r = r := by
  constructor
  · intro t a b
    rw [Matrix.smul_apply, comm_comm_apply]
    have h0 : HasDerivAt (fun s : ℝ => -(D * s * (v a - v b) ^ 2))
        (-(D * 1 * (v a - v b) ^ 2)) t :=
      (((hasDerivAt_id' t).const_mul D).mul_const ((v a - v b) ^ 2)).fun_neg
    have h2 : HasDerivAt (fun s => dephased v D s r a b) _ t :=
      h0.exp.ofReal_comp.mul_const (r a b)
    refine h2.congr_deriv ?_
    simp only [dephased, Matrix.of_apply, smul_eq_mul]
    push_cast
    ring
  · ext a b
    simp [dephased]
```

Conversely, let \(\rho\) be any solution and consider \(g(s)=e^{D(v_a-v_b)^2s}\rho_{ab}(s)\). The product rule gives
\[
g'(s)=e^{D(v_a-v_b)^2s}\left(D(v_a-v_b)^2-D(v_a-v_b)^2\right)\rho_{ab}(s)=0 ,
\]
so \(g(t)=g(0)\), which is \(\rho_{ab}(t)=e^{-Dt(v_a-v_b)^2}\rho_{ab}(0)\). Here `hg` is the vanishing derivative and `hc` the resulting constancy. Neither direction needs a sign condition on \(D\) or \(t\).

```lean
/-- Every solution of the master equation has elements
`ρ_ab(t) = exp(-Dt(v_a - v_b)²) ρ_ab(0)`. -/
theorem solution_unique {v : ι → ℝ} {D : ℝ} {ρ : ℝ → Matrix ι ι ℂ}
    (h : SolvesMaster v D ρ) (t : ℝ) : ρ t = dephased v D t (ρ 0) := by
  ext a b
  -- the integrating factor makes the element constant in time
  have hg : ∀ s : ℝ, HasDerivAt
      (fun s : ℝ => ((Real.exp (D * (v a - v b) ^ 2 * s) : ℝ) : ℂ) * ρ s a b) 0 s := by
    intro s
    have h0 := ((hasDerivAt_id' s).const_mul (D * (v a - v b) ^ 2)).exp
    have h1 := h s a b
    rw [Matrix.smul_apply, comm_comm_apply] at h1
    refine (h0.ofReal_comp.fun_mul h1).congr_deriv ?_
    simp only [smul_eq_mul]
    push_cast
    ring
  have hc := is_const_of_deriv_eq_zero (fun s => (hg s).differentiableAt)
    (fun s => (hg s).deriv) t 0
  simp only [mul_zero, Real.exp_zero, Complex.ofReal_one, one_mul] at hc
  simp only [dephased, Matrix.of_apply]
  rw [← hc, ← mul_assoc, ← Complex.ofReal_mul, ← Real.exp_add,
    show -(D * t * (v a - v b) ^ 2) + D * (v a - v b) ^ 2 * t = 0 by ring,
    Real.exp_zero, Complex.ofReal_one, one_mul]
```

## Convergence of the whole density matrix

Let \(\rho\) solve the master equation, with \(D,t\ge0\). Uniqueness replaces \(\rho(t)\) by the explicit damped matrix, and each element of the kicked matrix differs from it by at most
\[
\frac{\left(Dt(v_a-v_b)^2\right)^2}{2n}\,|\rho_{ab}(0)|\;\longrightarrow\;0\qquad(n\to\infty).
\]
The two uses of `tendsto_pi_nhds` reduce matrix convergence to convergence of the elements, and `squeeze_zero'` applies the bound for \(n>0\).

```lean
/-- If `D, t ≥ 0` and `ρ` solves `ρ' = -D [V, [V, ρ]]`, then `n` averaged kicks of strength
`√(2Dt/n)` applied to `ρ(0)` converge to `ρ(t)` as `n → ∞`. -/
theorem randomKick_tendsto_master {v : ι → ℝ} {D t : ℝ} (hD : 0 ≤ D) (ht : 0 ≤ t)
    {ρ : ℝ → Matrix ι ι ℂ} (h : SolvesMaster v D ρ) :
    Tendsto (fun n : ℕ => (randomKick v (Real.sqrt (2 * D * t / n)))^[n] (ρ 0))
      atTop (𝓝 (ρ t)) := by
  rw [solution_unique h t]
  refine tendsto_pi_nhds.2 fun a => tendsto_pi_nhds.2 fun b => ?_
  rw [tendsto_iff_norm_sub_tendsto_zero]
  -- the explicit error bound vanishes like 1/n
  have hlim : Tendsto (fun n : ℕ =>
      (D * t * (v a - v b) ^ 2) ^ 2 / (2 * (n : ℝ)) * ‖ρ 0 a b‖) atTop (𝓝 0) := by
    refine (tendsto_const_div_atTop_nhds_zero_nat
      ((D * t * (v a - v b) ^ 2) ^ 2 / 2 * ‖ρ 0 a b‖)).congr fun n => ?_
    ring
  refine squeeze_zero' (Eventually.of_forall fun n => norm_nonneg _) ?_ hlim
  filter_upwards [eventually_gt_atTop 0] with n hn
  exact kick_error_bound v hD ht (ρ 0) hn a b

end

end RandomKickDephasing
```

```lean
#print axioms RandomKickDephasing.dephased_solves
#print axioms RandomKickDephasing.randomKick_tendsto_master
```

```
'RandomKickDephasing.dephased_solves' depends on axioms: [propext, Classical.choice, Quot.sound]
'RandomKickDephasing.randomKick_tendsto_master' depends on axioms: [propext, Classical.choice, Quot.sound]
```

## A negative D can break the limit

Take two levels with \(v=(0,1)\), let all four elements of \(\rho(0)\) equal \(\tfrac12\), and set \(D=-1\), \(t=1\). The master equation now amplifies the coherence to \(\rho_{01}(1)=\tfrac12\exp(1)\), while the populations stay at \(\tfrac12\); the resulting matrix is not positive and so is not a physical state. Averaged kicks of any real strength only multiply the initial coherence \(\tfrac12\) by cosines, so its modulus never exceeds \(\tfrac12\). In Lean the square root of a negative number is 0, so the kicks do nothing and the sequence stays at \(\tfrac12\), away from the solution.
